# Three parts of the density response for orbitals orthonormal in a moving overlap

## An atom moves and takes its augmentation charge along

In a phonon calculation one displaces an atom and asks how the electron density changes to first order. With ultrasoft pseudopotentials, the density at a point is the smooth density of the orbitals plus augmentation charges attached to the atoms. The orbitals are orthonormal with respect to an overlap operator that is also built from atom-centred functions. A displacement therefore changes the orbitals, the augmentation and the orthonormality condition itself. How do these changes enter the density?

Let $s$ be a real parameter, such as the displacement along a phonon mode, and let $t$ be the value at which we differentiate. Collect the orbital coefficients in a matrix $C(s)$, with rows labelled by basis functions that do not move with the atoms, such as plane waves, and columns by occupied bands. Let $S(s)$ be the overlap matrix and $K(s)$ the matrix of the augmented density operator at a fixed point in space. With one electron per band, the density there is

$$\rho(s)=\operatorname{tr}\big(C^\dagger K C\big),\qquad C^\dagger S C=1 .$$

## The statement

Write $C',S',K'$ for the derivatives at $t$, and let $P_c=1-CC^\dagger S$, which removes the occupied component of an orbital change. Then, with everything evaluated at $t$,

$$\rho'=2\,\mathrm{Re}\operatorname{tr}(C^\dagger K P_c C')+\operatorname{tr}(C^\dagger K' C)-\operatorname{tr}\big((C^\dagger K C)(C^\dagger S' C)\big).$$

The first term is the conduction part, the second comes from the displaced augmentation, and the third comes from the orbitals readjusting within the occupied space to stay orthonormal in the moving overlap. If $S$ and $K$ are constant, only the first remains.

In Lean this is `augmented_density_response`. The finite types `n` and `m` label basis functions and bands, `ᴴ` is the adjoint, and `conductionProj` is $P_c$. `HasEntryDeriv` says that every matrix entry has the given derivative. The comments in the code call the parameter $s$ time, but it can be any real parameter, such as the displacement here. The hypothesis `hort` demands orthonormality at every $s$, while `hSh` and `hKh` demand Hermiticity only at $t$. The density is treated as a complex-valued function; the middle term is real when $K$ stays Hermitian.

The formula organises the first-order density used in linear-response phonon calculations, here for a finite basis and fully occupied bands. The derivative $C'$ is given: no Sternheimer equation or self-consistency condition determines it. Fractional occupations are not covered, and $S$ and $K$ are general matrices, not constructed from a particular pseudopotential.

## Orthonormality fixes half of the occupied response

The product rule gives

$$\rho'=\operatorname{tr}(C'^\dagger K C)+\operatorname{tr}(C^\dagger K' C)+\operatorname{tr}(C^\dagger K C').$$

Set $X=C^\dagger S C'$ and $N=C^\dagger K C$. Since $S$ is Hermitian, $X^\dagger=C'^\dagger S C$. Differentiating $C^\dagger S C=1$ yields

$$X+X^\dagger=-C^\dagger S' C .$$

The definition of $P_c$ gives $C'=P_cC'+CX$, hence

$$C^\dagger K C'=C^\dagger K P_cC'+NX .$$

Because $K$ and $N$ are Hermitian, the adjoint of this equation is

$$C'^\dagger K C=(C^\dagger K P_cC')^\dagger+X^\dagger N .$$

Take traces, use $\operatorname{tr}(X^\dagger N)=\operatorname{tr}(NX^\dagger)$, and add:

$$\operatorname{tr}(C'^\dagger K C)+\operatorname{tr}(C^\dagger K C')=2\,\mathrm{Re}\operatorname{tr}(C^\dagger K P_cC')+\operatorname{tr}\big(N(X+X^\dagger)\big).$$

Replacing $X+X^\dagger$ by $-C^\dagger S'C$ and restoring the $K'$ term gives the result. The anti-Hermitian part of $X$, which only rotates occupied bands among themselves, has dropped out.

## Mixing the bands leaves the conduction part alone

Replace $C$ by $CU$ with $U$ unitary, and let $V$ be the rate of change of $U$. The orbital derivative becomes $C'U+CV$. Since $CU(CU)^\dagger=CC^\dagger$, the projector is unchanged. Also $P_cC=C-C(C^\dagger SC)=0$, so the term with $V$ vanishes. What remains is

$$\operatorname{tr}(U^\dagger C^\dagger K P_cC'U)=\operatorname{tr}(C^\dagger K P_cC'),$$

by cyclicity of the trace and $UU^\dagger=1$.

## Two basis functions and one band

Take

$$C=\begin{pmatrix}1\\s\end{pmatrix},\quad S=\begin{pmatrix}1+2s+2s^2&-1-2s\\-1-2s&2\end{pmatrix},\quad K=\begin{pmatrix}1+s&0\\0&1\end{pmatrix}.$$

The orbital is normalised at every $s$:

$$C^\dagger SC=(1+2s+2s^2)-2s(1+2s)+2s^2=1.$$

At $s=0$,

$$P_c=\begin{pmatrix}0&1\\0&1\end{pmatrix},\qquad P_cC'=P_c\begin{pmatrix}0\\1\end{pmatrix}=\begin{pmatrix}1\\1\end{pmatrix}.$$

The conduction part is therefore $2\cdot1=2$. The augmentation part is $K'_{11}=1$, and the occupied-space part is $1\cdot S'_{11}=2$. Their combination, $2+1-2=1$, agrees with direct differentiation of $\rho(s)=1+s+s^2$ at zero. Omitting any one part would give a wrong answer here.

## The Lean file

```lean
import Mathlib

open Matrix

namespace UltrasoftDensityResponse

noncomputable section

variable {l m n : Type*} [Fintype l] [Fintype m] [Fintype n] [DecidableEq m] [DecidableEq n]

/-- The matrix path `M` has the derivative `M'` at time `t`, entry by entry. -/
def HasEntryDeriv {m n : Type*} (M : ℝ → Matrix m n ℂ) (M' : Matrix m n ℂ) (t : ℝ) : Prop :=
  ∀ i j, HasDerivAt (fun s => M s i j) (M' i j) t

/-- The matrix `Pc = 1 - C Cᴴ S`, which is the conduction projector when the orbitals `C` are
orthonormal in the overlap `S`. -/
def conductionProj (C : Matrix n m ℂ) (S : Matrix n n ℂ) : Matrix n n ℂ :=
  1 - C * Cᴴ * S

/-- Product rule for matrix paths, with the order of the factors kept. -/
theorem HasEntryDeriv.mul {k p : Type*} {A : ℝ → Matrix k l ℂ} {B : ℝ → Matrix l p ℂ}
    {A' : Matrix k l ℂ} {B' : Matrix l p ℂ} {t : ℝ}
    (hA : HasEntryDeriv A A' t) (hB : HasEntryDeriv B B' t) :
    HasEntryDeriv (fun s => A s * B s) (A' * B t + A t * B') t := by
  intro i j
  simp only [Matrix.mul_apply, Matrix.add_apply, ← Finset.sum_add_distrib]
  exact HasDerivAt.fun_sum fun k _ => (hA i k).fun_mul (hB k j)

/-- The derivative of the adjoint is the adjoint of the derivative. -/
theorem HasEntryDeriv.adjoint {k p : Type*} {A : ℝ → Matrix k p ℂ} {A' : Matrix k p ℂ} {t : ℝ}
    (hA : HasEntryDeriv A A' t) : HasEntryDeriv (fun s => (A s)ᴴ) A'ᴴ t :=
  fun i j => (hA j i).star

/-- The derivative of the trace is the trace of the derivative. -/
theorem HasEntryDeriv.trace {A : ℝ → Matrix l l ℂ} {A' : Matrix l l ℂ} {t : ℝ}
    (hA : HasEntryDeriv A A' t) : HasDerivAt (fun s => (A s).trace) A'.trace t := by
  simp only [Matrix.trace, Matrix.diag_apply]
  exact HasDerivAt.fun_sum fun i _ => hA i i

omit [Fintype m] [DecidableEq n] in
/-- If the orbitals stay orthonormal in the moving overlap, `Cᴴ S C = 1` at all times, then the
changes of the orbitals and of the overlap compensate each other. -/
theorem orthonormality_response {C : ℝ → Matrix n m ℂ} {S : ℝ → Matrix n n ℂ}
    {C' : Matrix n m ℂ} {S' : Matrix n n ℂ} {t : ℝ}
    (hC : HasEntryDeriv C C' t) (hS : HasEntryDeriv S S' t)
    (hort : ∀ s, (C s)ᴴ * S s * C s = 1) :
    C'ᴴ * S t * C t + (C t)ᴴ * S' * C t + (C t)ᴴ * S t * C' = 0 := by
  have h : HasEntryDeriv (fun s => (C s)ᴴ * S s * C s)
      ((C'ᴴ * S t + (C t)ᴴ * S') * C t + (C t)ᴴ * S t * C') t := (hC.adjoint.mul hS).mul hC
  have e : (fun s => (C s)ᴴ * S s * C s) = fun _ => (1 : Matrix m m ℂ) := funext hort
  rw [e] at h
  rw [← Matrix.add_mul]
  ext i j
  exact (h i j).unique (hasDerivAt_const t ((1 : Matrix m m ℂ) i j))

omit [DecidableEq m] in
/-- For Hermitian `S` and `K`, and an orbital change `C'` compatible with orthonormality to first
order, the density change due to `C'` is a conduction part minus an occupied-space part. -/
theorem orbital_density_split {C C' : Matrix n m ℂ} {S S' K : Matrix n n ℂ}
    (hS : S.IsHermitian) (hK : K.IsHermitian)
    (hresp : C'ᴴ * S * C + Cᴴ * S' * C + Cᴴ * S * C' = 0) :
    (C'ᴴ * K * C).trace + (Cᴴ * K * C').trace =
      ((2 * (Cᴴ * K * (conductionProj C S * C')).trace.re : ℝ) : ℂ)
        - ((Cᴴ * K * C) * (Cᴴ * S' * C)).trace := by
  -- split the orbital change into conduction and occupied components
  have h1 : Cᴴ * K * C' =
      Cᴴ * K * (conductionProj C S * C') + (Cᴴ * K * C) * (Cᴴ * S * C') := by
    simp only [conductionProj, Matrix.sub_mul, Matrix.mul_sub, Matrix.one_mul,
      Matrix.mul_assoc, sub_add_cancel]
  have h2 : C'ᴴ * K * C = (Cᴴ * K * C')ᴴ := by
    simp only [Matrix.conjTranspose_mul, Matrix.conjTranspose_conjTranspose, hK.eq,
      Matrix.mul_assoc]
  have hN : (Cᴴ * K * C)ᴴ = Cᴴ * K * C := by
    simp only [Matrix.conjTranspose_mul, Matrix.conjTranspose_conjTranspose, hK.eq,
      Matrix.mul_assoc]
  have hA : (Cᴴ * S * C')ᴴ = C'ᴴ * S * C := by
    simp only [Matrix.conjTranspose_mul, Matrix.conjTranspose_conjTranspose, hS.eq,
      Matrix.mul_assoc]
  have h3 : (C'ᴴ * K * C).trace = star (Cᴴ * K * (conductionProj C S * C')).trace
      + ((Cᴴ * K * C) * (C'ᴴ * S * C)).trace := by
    rw [h2, h1, Matrix.conjTranspose_add, Matrix.trace_add, Matrix.trace_conjTranspose,
      Matrix.conjTranspose_mul (Cᴴ * K * C) (Cᴴ * S * C'), hN, hA,
      Matrix.trace_mul_comm (C'ᴴ * S * C) (Cᴴ * K * C)]
  -- orthonormality fixes the Hermitian part of the occupied component
  have h4 : Cᴴ * S * C' + C'ᴴ * S * C = -(Cᴴ * S' * C) := by
    rw [eq_neg_iff_add_eq_zero, ← hresp]
    abel
  have h5 : ((Cᴴ * K * C) * (Cᴴ * S * C')).trace + ((Cᴴ * K * C) * (C'ᴴ * S * C)).trace
      = -((Cᴴ * K * C) * (Cᴴ * S' * C)).trace := by
    rw [← Matrix.trace_add, ← Matrix.mul_add, h4, Matrix.mul_neg, Matrix.trace_neg]
  have h6 : (Cᴴ * K * (conductionProj C S * C')).trace
      + star (Cᴴ * K * (conductionProj C S * C')).trace
      = ((2 * (Cᴴ * K * (conductionProj C S * C')).trace.re : ℝ) : ℂ) := Complex.add_conj _
  have h7 := congrArg Matrix.trace h1
  rw [Matrix.trace_add] at h7
  linear_combination h7 + h3 + h5 + h6

/-- Response of the augmented density `tr (Cᴴ K C)` for orbitals orthonormal at all times, with
`S` and `K` Hermitian at time `t`: a conduction part, plus a displaced-augmentation part, minus
an occupied-space part due to the moving overlap. -/
theorem augmented_density_response {C : ℝ → Matrix n m ℂ} {S K : ℝ → Matrix n n ℂ}
    {C' : Matrix n m ℂ} {S' K' : Matrix n n ℂ} {t : ℝ}
    (hC : HasEntryDeriv C C' t) (hS : HasEntryDeriv S S' t) (hK : HasEntryDeriv K K' t)
    (hSh : (S t).IsHermitian) (hKh : (K t).IsHermitian)
    (hort : ∀ s, (C s)ᴴ * S s * C s = 1) :
    HasDerivAt (fun s => ((C s)ᴴ * K s * C s).trace)
      (((2 * ((C t)ᴴ * K t * (conductionProj (C t) (S t) * C')).trace.re : ℝ) : ℂ)
        + ((C t)ᴴ * K' * C t).trace
        - (((C t)ᴴ * K t * C t) * ((C t)ᴴ * S' * C t)).trace) t := by
  have hd : HasEntryDeriv (fun s => (C s)ᴴ * K s * C s)
      ((C'ᴴ * K t + (C t)ᴴ * K') * C t + (C t)ᴴ * K t * C') t := (hC.adjoint.mul hK).mul hC
  refine hd.trace.congr_deriv ?_
  rw [Matrix.add_mul, Matrix.trace_add, Matrix.trace_add]
  linear_combination orbital_density_split hSh hKh (orthonormality_response hC hS hort)

/-- The conduction projector annihilates orbitals that are orthonormal in the overlap `S`. -/
theorem conductionProj_mul_occupied {C : Matrix n m ℂ} {S : Matrix n n ℂ}
    (h : Cᴴ * S * C = 1) : conductionProj C S * C = 0 := by
  have e : C * Cᴴ * S * C = C * (Cᴴ * S * C) := by simp only [Matrix.mul_assoc]
  rw [conductionProj, Matrix.sub_mul, Matrix.one_mul, e, h, Matrix.mul_one, sub_self]

/-- For orthonormal orbitals, the trace in the conduction part is unchanged when the bands are
mixed by a unitary `U` with any rate of change `V`, so that `C'` becomes `C' U + C V`. -/
theorem conduction_part_gauge_invariant {C C' : Matrix n m ℂ} {S K : Matrix n n ℂ}
    {U V : Matrix m m ℂ} (h : Cᴴ * S * C = 1) (hU : U * Uᴴ = 1) :
    ((C * U)ᴴ * K * (conductionProj (C * U) S * (C' * U + C * V))).trace
      = (Cᴴ * K * (conductionProj C S * C')).trace := by
  -- the projector depends only on the occupied space
  have hP : conductionProj (C * U) S = conductionProj C S := by
    have e : C * U * (C * U)ᴴ = C * Cᴴ := by
      rw [Matrix.conjTranspose_mul, Matrix.mul_assoc, ← Matrix.mul_assoc U, hU, Matrix.one_mul]
    rw [conductionProj, conductionProj, e]
  have e : (C * U)ᴴ * K * (conductionProj C S * (C' * U))
      = Uᴴ * (Cᴴ * K * (conductionProj C S * C') * U) := by
    simp only [Matrix.conjTranspose_mul, Matrix.mul_assoc]
  rw [hP, Matrix.mul_add, ← Matrix.mul_assoc _ C V, conductionProj_mul_occupied h,
    Matrix.zero_mul, add_zero, e, Matrix.trace_mul_comm, Matrix.mul_assoc _ U, hU, Matrix.mul_one]

/-- The quadratic matrix path `A + s B + s² D`. -/
def quadPath {m n : Type*} (A B D : Matrix m n ℂ) (s : ℝ) : Matrix m n ℂ :=
  A + (s : ℂ) • B + (s : ℂ) ^ 2 • D

/-- The quadratic path `A + s B + s² D` has the derivative `B` at time zero. -/
theorem quadPath_deriv {m n : Type*} (A B D : Matrix m n ℂ) :
    HasEntryDeriv (quadPath A B D) B 0 := by
  intro i j
  have h : HasDerivAt (fun s : ℝ => (s : ℂ)) 1 0 := by
    simpa using (hasDerivAt_id (0 : ℝ)).ofReal_comp
  simp only [quadPath, Matrix.add_apply, Matrix.smul_apply, smul_eq_mul]
  exact (((h.mul_const (B i j)).const_add (A i j)).fun_add
    ((h.fun_pow 2).mul_const (D i j))).congr_deriv (by simp)

/-- One moving orbital in a basis of two functions. -/
def orbitalEx : ℝ → Matrix (Fin 2) (Fin 1) ℂ := quadPath !![1; 0] !![0; 1] 0

/-- A moving overlap matrix for two basis functions. -/
def overlapEx : ℝ → Matrix (Fin 2) (Fin 2) ℂ :=
  quadPath !![1, -1; -1, 2] !![2, -2; -2, 0] !![2, 0; 0, 0]

/-- A moving matrix of the density operator for two basis functions. -/
def kernelEx : ℝ → Matrix (Fin 2) (Fin 2) ℂ := quadPath !![1, 0; 0, 1] !![1, 0; 0, 0] 0

/-- The example orbital is normalised in the moving overlap, and the matrices of the overlap and of
the density operator are Hermitian, at all times. The three paths have the stated derivatives at
time zero, where the conduction, displaced-augmentation and occupied-space parts are 2, 1 and 2. -/
theorem augmented_density_response_witness :
    (∀ s, (orbitalEx s)ᴴ * overlapEx s * orbitalEx s = 1) ∧
    (∀ s, (overlapEx s).IsHermitian) ∧ (∀ s, (kernelEx s).IsHermitian) ∧
    HasEntryDeriv orbitalEx !![0; 1] 0 ∧
    HasEntryDeriv overlapEx !![2, -2; -2, 0] 0 ∧
    HasEntryDeriv kernelEx !![1, 0; 0, 0] 0 ∧
    2 * ((orbitalEx 0)ᴴ * kernelEx 0 *
      (conductionProj (orbitalEx 0) (overlapEx 0) *
        (!![0; 1] : Matrix (Fin 2) (Fin 1) ℂ))).trace.re = 2 ∧
    ((orbitalEx 0)ᴴ * (!![1, 0; 0, 0] : Matrix (Fin 2) (Fin 2) ℂ) * orbitalEx 0).trace = 1 ∧
    (((orbitalEx 0)ᴴ * kernelEx 0 * orbitalEx 0) *
      ((orbitalEx 0)ᴴ * (!![2, -2; -2, 0] : Matrix (Fin 2) (Fin 2) ℂ) *
        orbitalEx 0)).trace = 2 := by
  refine ⟨fun s => ?_, fun s => Matrix.IsHermitian.ext fun i j => ?_,
    fun s => Matrix.IsHermitian.ext fun i j => ?_, quadPath_deriv _ _ _, quadPath_deriv _ _ _,
    quadPath_deriv _ _ _, ?_, ?_, ?_⟩
  · ext i j
    fin_cases i
    fin_cases j
    simp [orbitalEx, overlapEx, quadPath, Matrix.mul_apply, Fin.sum_univ_succ]
    ring
  · fin_cases i <;> fin_cases j <;> simp [overlapEx, quadPath]
  · fin_cases i <;> fin_cases j <;> simp [kernelEx, quadPath]
  · simp [orbitalEx, overlapEx, kernelEx, quadPath, conductionProj, Matrix.trace,
      Matrix.mul_apply, Fin.sum_univ_succ]
    -- evaluate the remaining row-times-matrix product
    simp [Matrix.vecMul, dotProduct, Matrix.mul_apply, Fin.sum_univ_succ]
  · simp [orbitalEx, quadPath, Matrix.trace, Matrix.mul_apply, Fin.sum_univ_succ]
  · simp [orbitalEx, kernelEx, quadPath, Matrix.trace, Matrix.mul_apply, Fin.sum_univ_succ]

end

end UltrasoftDensityResponse
```

```lean
#print axioms UltrasoftDensityResponse.augmented_density_response
#print axioms UltrasoftDensityResponse.conduction_part_gauge_invariant
```

```
'UltrasoftDensityResponse.augmented_density_response' depends on axioms: [propext, Classical.choice, Quot.sound]
'UltrasoftDensityResponse.conduction_part_gauge_invariant' depends on axioms: [propext, Classical.choice, Quot.sound]
```

## From entrywise derivatives to the density

The three `HasEntryDeriv` lemmas supply the product, adjoint and trace rules. The product rule writes each entry as a finite sum of products and keeps the matrix factors in order.

`orthonormality_response` differentiates $C^\dagger SC$ by these rules. By `hort` the same function is constantly 1, so uniqueness of derivatives makes the result zero.

`orbital_density_split` contains the algebra and involves no derivatives. Its step `h1` is the splitting of $C'$, multiplied by $C^\dagger K$; `h3` is the trace of the adjoint equation. Steps `h4` and `h5` replace $X+X^\dagger$ by the overlap term, and `h6` turns a number plus its conjugate into twice the real part. The closing `linear_combination` adds these equations.

The main theorem differentiates $C^\dagger KC$, takes the trace, and uses `congr_deriv` to exchange the product-rule expression for the three-part one. The two preceding lemmas justify that exchange.

`conductionProj_mul_occupied` proves $P_cC=0$, and `conduction_part_gauge_invariant` follows the band-mixing argument above, with `V` an arbitrary matrix.

For the example, `quadPath_deriv` reads off the linear coefficient of a quadratic path. `augmented_density_response_witness` then checks normalisation and Hermiticity at all $s$, the three derivatives at zero, and the values 2, 1 and 2 by expanding the small matrices.
